# A differentiable periodic band with a right mover meets the same energy again at zero or negative velocity

Take the band $E(k)=\sin k$ at zero energy. It has a right mover at $k=0$, with slope $+1$, and a left mover at $k=\pi$, with slope $-1$. I want a chain that keeps only the first. Adding a second-neighbour term gives

$$E(k)=\sin k+\tfrac12\sin 2k=\sin k\,(1+\cos k),$$

whose slope at $k=\pi$ is zero. The left mover seems to be gone. Have I really isolated one chiral mode, and could a cleverer choice of hopping remove the second crossing altogether?

## The left mover is gone, but its crossing remains

You have removed the left mover at exactly zero energy, but the band still passes through zero energy at $k=\pi$, now with zero velocity. No choice of hopping that keeps the right mover can avoid a second crossing, as long as the band is a differentiable periodic function of $k$.

Both of your bands show the mechanism. At $k=\pi/2$ the energy is $1$, and at $k=3\pi/2$ it is $-1$. In between, the band must come down through zero. It first does so at $k=\pi$, arriving from above, so its slope there cannot be positive.

### The first return to the level

Let $E$ be differentiable with period $G>0$, and let $\mu$ be the energy of interest. With $\hbar=1$, the velocity is $E'(k)$. A right mover is a solution of $E(k)=\mu$ with $E'(k)>0$, and a left mover is one with $E'(k)<0$. Every solution counts as a crossing here, even one where the band only touches the level.

If $E'(k)>0$, the quotient $(E(x)-E(k))/(x-k)$ is positive for all $x\neq k$ close enough to $k$. Energies just to the right of $k$ are therefore higher than $E(k)$, and those just to the left are lower.

Now let $a<b$ be two right movers at $\mu$.

1. Choose $p\in(a,b)$ with $E(p)>\mu$, then $q\in(p,b)$ with $E(q)<\mu$.
2. The set $\{x\in[p,q]: E(x)\le\mu\}$ is closed, bounded and contains $q$, so it has a least element $c$. Since $E(p)>\mu$, we have $c>p$.
3. On $[p,c)$ the energy exceeds $\mu$, so continuity gives $E(c)\ge\mu$. With $E(c)\le\mu$ this yields $E(c)=\mu$.
4. If $E'(c)$ were positive, there would be points in $(p,c)$ with energy below $\mu$, which contradicts the choice of $c$. Hence $E'(c)\le0$.

Finally, let $k_0$ be a right mover. Periodicity gives $E(k_0+G)=\mu$, and differentiating $E(k+G)=E(k)$ gives $E'(k_0+G)=E'(k_0)>0$. So $k_0+G$ is also a right mover, and the argument with $a=k_0$, $b=k_0+G$ produces a $k_1$ strictly between them with $E(k_1)=\mu$ and $E'(k_1)\le0$.

### Equal numbers when no crossing is flat

Suppose every crossing of $\mu$ has nonzero velocity. Then a bounded interval contains only finitely many crossings. Infinitely many would accumulate at some $x$. If $E(x)\ne\mu$, continuity keeps the energy away from $\mu$ near $x$. If $E(x)=\mu$, the nonzero slope excludes other crossings near $x$.

Let $[k_0,k_0+G)$ start at a right mover and contain $R$ right movers and $L$ left movers. Adding the endpoint $k_0+G$ gives $R+1$ right movers with $R$ gaps between neighbours. Each gap contains a left mover, so $R\le L$, and in particular $L\ge1$. Reflecting the energy axis shows that each of the $L-1$ gaps between neighbouring left movers contains a right mover. All of these differ from $k_0$, so $L-1\le R-1$. Hence $R=L$.

### Your flattened band

For $E(k)=\sin k\,(1+\cos k)$,

$$E'(k)=\cos k\,(1+\cos k)-\sin^2 k .$$

At zero energy either $\sin k=0$ or $\cos k=-1$, so $\cos k=\pm1$ and $\sin k=0$ in every case. The slope is $2$ when $\cos k=1$ and $0$ when $\cos k=-1$. At this energy there is a right mover at $k=0$ and no left mover, so "zero or negative" cannot be sharpened to "negative". The left mover is absent only at exactly zero energy. Since $E'(k)=(2\cos k-1)(1+\cos k)$ is negative for $\pi/3<k<5\pi/3$ except at $k=\pi$, every other energy strictly inside the band has a left mover.

Here is the Lean file.

```lean
import Mathlib

open Set Filter Topology

namespace LatticeChiralModes

/-- Momenta at which the band `E` crosses the energy `mu` with positive velocity. -/
def rightMovers (E : ℝ → ℝ) (mu : ℝ) : Set ℝ := {k | E k = mu ∧ 0 < deriv E k}

/-- Momenta at which the band `E` crosses the energy `mu` with negative velocity. -/
def leftMovers (E : ℝ → ℝ) (mu : ℝ) : Set ℝ := {k | E k = mu ∧ deriv E k < 0}

/-- The band `sin k (1 + cos k)`. -/
noncomputable def tangentBand (k : ℝ) : ℝ := Real.sin k * (1 + Real.cos k)

variable {E : ℝ → ℝ} {mu G : ℝ}

/-- Where a differentiable band has positive velocity, there are higher energies arbitrarily
close on the right and lower energies arbitrarily close on the left. -/
theorem rise_near (hd : Differentiable ℝ E) {k : ℝ} (hk : 0 < deriv E k) :
    (∀ b, k < b → ∃ x ∈ Ioo k b, E k < E x) ∧
      (∀ a, a < k → ∃ x ∈ Ioo a k, E x < E k) := by
  constructor
  · intro b hb
    have ht := (hasDerivWithinAt_iff_tendsto_slope' (s := Ioi k) (by simp)).1
      (hd k).hasDerivAt.hasDerivWithinAt
    obtain ⟨x, hs, hx⟩ := ((ht.eventually (lt_mem_nhds hk)).and (Ioo_mem_nhdsGT hb)).exists
    refine ⟨x, hx, ?_⟩
    rw [slope_def_field] at hs
    rcases div_pos_iff.1 hs with h | h <;> linarith [hx.1, h.1, h.2]
  · intro a ha
    have ht := (hasDerivWithinAt_iff_tendsto_slope' (s := Iio k) (by simp)).1
      (hd k).hasDerivAt.hasDerivWithinAt
    obtain ⟨x, hs, hx⟩ := ((ht.eventually (lt_mem_nhds hk)).and (Ioo_mem_nhdsLT ha)).exists
    refine ⟨x, hx, ?_⟩
    rw [slope_def_field] at hs
    rcases div_pos_iff.1 hs with h | h <;> linarith [hx.2, h.1, h.2]

/-- Between two right movers of a differentiable band, the band meets the same energy at a
point where its velocity is not positive. -/
theorem between_right (hd : Differentiable ℝ E) {a b : ℝ} (hab : a < b)
    (ha : a ∈ rightMovers E mu) (hb : b ∈ rightMovers E mu) :
    ∃ c ∈ Ioo a b, E c = mu ∧ deriv E c ≤ 0 := by
  obtain ⟨p, hp, hEp⟩ := (rise_near hd ha.2).1 b hab
  obtain ⟨q, hq, hEq⟩ := (rise_near hd hb.2).2 p hp.2
  rw [ha.1] at hEp
  rw [hb.1] at hEq
  -- `c` is the first point after `p` where the band is back at or below the level
  obtain ⟨c, ⟨hc, hEc⟩, hmin⟩ := (isCompact_Icc.inter_right
    (isClosed_le hd.continuous continuous_const) :
      IsCompact (Icc p q ∩ {x | E x ≤ mu})).exists_isLeast ⟨q, ⟨hq.1.le, le_rfl⟩, hEq.le⟩
  have hEc' : E c ≤ mu := hEc
  have hpc : p < c := by
    rcases hc.1.eq_or_lt with h | h
    · rw [← h] at hEc'
      linarith
    · exact h
  have hlevel : E c = mu := by
    obtain ⟨x, hx, hEx⟩ := intermediate_value_Icc' hc.1 hd.continuous.continuousOn
      ⟨hEc', hEp.le⟩
    have hcx : c ≤ x := hmin ⟨⟨hx.1, hx.2.trans hc.2⟩, hEx.le⟩
    rwa [le_antisymm hx.2 hcx] at hEx
  refine ⟨c, ⟨hp.1.trans hpc, hc.2.trans_lt hq.2⟩, hlevel, ?_⟩
  -- a positive velocity at `c` would put lower energies before `c`
  by_contra hpos
  obtain ⟨x, hx, hEx⟩ := (rise_near hd (not_le.1 hpos)).2 p hpc
  have hcx : c ≤ x := hmin ⟨⟨hx.1.le, hx.2.le.trans hc.2⟩, (hEx.trans_eq hlevel).le⟩
  exact absurd hx.2 (not_lt_of_ge hcx)

/-- Between two left movers of a differentiable band, the band meets the same energy at a
point where its velocity is not negative. -/
theorem between_left (hd : Differentiable ℝ E) {a b : ℝ} (hab : a < b)
    (ha : a ∈ leftMovers E mu) (hb : b ∈ leftMovers E mu) :
    ∃ c ∈ Ioo a b, E c = mu ∧ 0 ≤ deriv E c := by
  -- reflect the energy axis
  have hn : ∀ x, deriv (fun k => -E k) x = -deriv E x := fun x => (hd x).hasDerivAt.neg.deriv
  have hflip : ∀ x ∈ leftMovers E mu, x ∈ rightMovers (fun k => -E k) (-mu) := by
    intro x hx
    refine ⟨congrArg Neg.neg hx.1, ?_⟩
    rw [hn]
    linarith [hx.2]
  obtain ⟨c, hc, h1, h2⟩ := between_right (E := fun k => -E k)
    (fun x => (hd x).hasDerivAt.neg.differentiableAt) hab (hflip a ha) (hflip b hb)
  rw [hn] at h2
  exact ⟨c, hc, neg_inj.1 h1, by linarith⟩

/-- The velocity of a band with period `G` has period `G`. -/
theorem velocity_periodic (hE : Function.Periodic E G) : Function.Periodic (deriv E) G := by
  intro k
  have h := deriv_comp_add_const E G k
  rw [show (fun x => E (x + G)) = E from funext hE] at h
  exact h.symm

/-- No single chiral mode: if a differentiable band of period `G > 0` has a right mover `k0`
at energy `mu`, it meets `mu` again strictly within one period, with velocity not positive. -/
theorem no_single_chiral_mode (hd : Differentiable ℝ E) (hG : 0 < G)
    (hE : Function.Periodic E G) {k0 : ℝ} (h0 : E k0 = mu) (hv : 0 < deriv E k0) :
    ∃ k1 ∈ Ioo k0 (k0 + G), E k1 = mu ∧ deriv E k1 ≤ 0 :=
  between_right hd (by linarith) ⟨h0, hv⟩
    ⟨(hE k0).trans h0, hv.trans_eq (velocity_periodic hE k0).symm⟩

/-- If a differentiable band has nonzero velocity wherever it meets the energy `mu`, it meets
`mu` only finitely often in a bounded momentum interval. -/
theorem finite_crossings (hd : Differentiable ℝ E) (ht : ∀ k, E k = mu → deriv E k ≠ 0)
    (a b : ℝ) : ({k | E k = mu} ∩ Icc a b).Finite := by
  by_contra h
  obtain ⟨x, _, hx⟩ := Set.Infinite.exists_accPt_of_subset_isCompact h isCompact_Icc
    inter_subset_right
  rw [accPt_iff_frequently] at hx
  have hev : ∀ᶠ y in 𝓝 x, y ≠ x → E y ≠ mu := by
    by_cases hm : E x = mu
    · exact eventually_nhdsWithin_iff.1 ((hd x).hasDerivAt.eventually_ne (ht x hm))
    · exact ((hd x).continuousAt.eventually_ne hm).mono fun y hy _ => hy
  exact hx (hev.mono fun y hy h => hy h.1 h.2.1)

/-- If a differentiable band of period `G > 0` has nonzero velocity wherever it meets `mu`, the
zone `[k0, k0 + G)` starting at a right mover `k0` holds finitely many right and left movers,
in equal number. -/
theorem right_count_eq_left_count (hd : Differentiable ℝ E) (hG : 0 < G)
    (hE : Function.Periodic E G) (ht : ∀ k, E k = mu → deriv E k ≠ 0) {k0 : ℝ}
    (h0 : k0 ∈ rightMovers E mu) :
    (rightMovers E mu ∩ Ico k0 (k0 + G)).Finite ∧ (leftMovers E mu ∩ Ico k0 (k0 + G)).Finite ∧
      (rightMovers E mu ∩ Ico k0 (k0 + G)).ncard =
        (leftMovers E mu ∩ Ico k0 (k0 + G)).ncard := by
  have fR : (rightMovers E mu ∩ Ico k0 (k0 + G)).Finite :=
    (finite_crossings hd ht k0 (k0 + G)).subset fun k hk => ⟨hk.1.1, hk.2.1, hk.2.2.le⟩
  have fL : (leftMovers E mu ∩ Ico k0 (k0 + G)).Finite :=
    (finite_crossings hd ht k0 (k0 + G)).subset fun k hk => ⟨hk.1.1, hk.2.1, hk.2.2.le⟩
  refine ⟨fR, fL, ?_⟩
  rw [ncard_eq_toFinset_card _ fR, ncard_eq_toFinset_card _ fL]
  apply le_antisymm
  · -- add the copy of `k0` at the end of the zone and interlace
    have hnot : k0 + G ∉ fR.toFinset := fun hm => lt_irrefl _ (fR.mem_toFinset.1 hm).2.2
    have hmem : ∀ x ∈ insert (k0 + G) fR.toFinset,
        x ∈ rightMovers E mu ∧ k0 ≤ x ∧ x ≤ k0 + G := by
      intro x hx
      rcases Finset.mem_insert.1 hx with rfl | hx
      · exact ⟨⟨(hE k0).trans h0.1, h0.2.trans_eq (velocity_periodic hE k0).symm⟩,
          by linarith, le_rfl⟩
      · have hx' := fR.mem_toFinset.1 hx
        exact ⟨hx'.1, hx'.2.1, hx'.2.2.le⟩
    have key := Finset.card_le_of_interleaved (s := insert (k0 + G) fR.toFinset)
      (t := fL.toFinset) (by
        intro x hx y hy hxy _
        obtain ⟨c, hc, h1, h2⟩ := between_right hd hxy (hmem x hx).1 (hmem y hy).1
        exact ⟨c, fL.mem_toFinset.2 ⟨⟨h1, lt_of_le_of_ne h2 (ht c h1)⟩,
          (hmem x hx).2.1.trans hc.1.le, hc.2.trans_le (hmem y hy).2.2⟩, hc.1, hc.2⟩)
    rw [Finset.card_insert_of_notMem hnot] at key
    omega
  · -- the right movers between left movers all differ from `k0`
    have hk : k0 ∈ fR.toFinset := fR.mem_toFinset.2 ⟨h0, le_rfl, by linarith⟩
    rw [← Finset.card_erase_add_one hk]
    apply Finset.card_le_of_interleaved
    intro x hx y hy hxy _
    have hx' := fL.mem_toFinset.1 hx
    have hy' := fL.mem_toFinset.1 hy
    obtain ⟨c, hc, h1, h2⟩ := between_left hd hxy hx'.1 hy'.1
    have hkc : k0 < c := hx'.2.1.trans_lt hc.1
    exact ⟨c, Finset.mem_erase.2 ⟨hkc.ne', fR.mem_toFinset.2
      ⟨⟨h1, lt_of_le_of_ne h2 (ht c h1).symm⟩, hkc.le, hc.2.trans hy'.2.2⟩⟩, hc.1, hc.2⟩

/-- The band `sin k (1 + cos k)` is differentiable and `2π` periodic, and at zero energy it has
a right mover at `k = 0` but no left mover. -/
theorem tangentBand_no_left_mover :
    Differentiable ℝ tangentBand ∧ Function.Periodic tangentBand (2 * Real.pi) ∧
      0 ∈ rightMovers tangentBand 0 ∧ leftMovers tangentBand 0 = ∅ := by
  have h : ∀ k, HasDerivAt tangentBand
      (Real.cos k * (1 + Real.cos k) + Real.sin k * (-Real.sin k)) k := fun k =>
    (Real.hasDerivAt_sin k).mul ((Real.hasDerivAt_cos k).const_add 1)
  refine ⟨fun k => (h k).differentiableAt, fun k => by simp [tangentBand], ⟨?_, ?_⟩, ?_⟩
  · simp [tangentBand]
  · rw [(h 0).deriv]
    norm_num
  · refine eq_empty_iff_forall_notMem.2 ?_
    rintro k ⟨h0, h1⟩
    rw [(h k).deriv] at h1
    have hsc := Real.sin_sq_add_cos_sq k
    rcases mul_eq_zero.1 h0 with hs | hc
    · rw [hs] at h1 hsc
      nlinarith [Real.neg_one_le_cos k]
    · have hc' : Real.cos k = -1 := by linarith
      rw [hc'] at h1 hsc
      nlinarith

end LatticeChiralModes
```

```lean
#print axioms LatticeChiralModes.no_single_chiral_mode
-- 'LatticeChiralModes.no_single_chiral_mode' depends on axioms: [propext, Classical.choice, Quot.sound]
#print axioms LatticeChiralModes.right_count_eq_left_count
-- 'LatticeChiralModes.right_count_eq_left_count' depends on axioms: [propext, Classical.choice, Quot.sound]
#print axioms LatticeChiralModes.tangentBand_no_left_mover
-- 'LatticeChiralModes.tangentBand_no_left_mover' depends on axioms: [propext, Classical.choice, Quot.sound]
```

### The band and its movers in Lean

The band is a function `E : ℝ → ℝ` of crystal momentum, and `deriv E k` is its velocity. `Differentiable ℝ E` requires a derivative at every momentum, and `Function.Periodic E G` says that shifting the momentum by `G` leaves the energy unchanged. Any positive period is allowed; your bands have `G` equal to $2\pi$. The sets `rightMovers E mu` and `leftMovers E mu` collect the crossings with positive and negative velocity.

`no_single_chiral_mode` takes a momentum `k0` with `E k0 = mu` and positive velocity. It returns a `k1` in the open interval `Ioo k0 (k0 + G)`, so the new crossing is neither `k0` nor its periodic copy. The name means that a right mover is never the only mode at its energy; the other mode need not be a left mover.

`right_count_eq_left_count` adds the hypothesis `ht`, that no crossing of `mu` has zero velocity. It states that both kinds of mover are finite in number in the half-open zone `Ico k0 (k0 + G)`, and that the two counts (`ncard`) agree. The theorem is stated for a zone that starts at a right mover; by periodicity, the counts are the same in any other half-open zone of length `G`. `tangentBand_no_left_mover` records the properties of your flattened band.

For an infinite, non-interacting, translation-invariant chain with a Hermitian Hamiltonian, one spinless orbital per cell and finite-range hopping, the band is a real trigonometric polynomial, so the main theorem applies. Discretising a one-way wave equation with such a chain therefore always leaves a further mode at the same energy. This is the one-dimensional, single-band form of fermion doubling; the Nielsen–Ninomiya theorem, about Weyl fermions on three-dimensional lattices, is a much larger statement. An edge branch that merges into bulk states before crossing the whole zone is not a periodic function `E`, so the theorem does not apply to it.

### From local slopes to interlacing

`rise_near` supplies the nearby higher and lower energies. It rewrites the derivative as a one-sided limit of `slope`, picks a point where the quotient is already positive, and reads off the sign of the numerator with `div_pos_iff`.

`between_right` is the four-step argument above, with the same `p`, `q` and `c`. `between_left` applies it to the band `-E` at energy `-mu`, which turns left movers into right movers. `velocity_periodic` differentiates the periodicity relation, and the main theorem is then a single application of `between_right` to `k0` and `k0 + G`.

`finite_crossings` obtains an accumulation point from compactness and rules it out by the two cases given above. In the counting theorem, `Finset.card_le_of_interleaved` performs the gap count: if every gap between neighbours of one finite set contains an element of another, the first set has at most one element more. It is used once with `k0 + G` inserted among the right movers, and once with `k0` erased from them. The hypothesis `ht` turns "not positive" into "negative" and "not negative" into "positive".

For `tangentBand`, the product rule gives the derivative, `mul_eq_zero` splits the zero-energy condition into its two factors, and $\sin^2k+\cos^2k=1$ excludes a negative slope in each case.

### A closer look at `exists_isLeast`

The phrase "first return" is made precise by `IsCompact.exists_isLeast`: a nonempty compact set of reals has a least element. In `between_right` the set is `Icc p q ∩ {x | E x ≤ mu}`. It is compact because a closed condition is imposed on a closed bounded interval. With the strict condition $E(x)<\mu$ the set would have no least element, because continuity puts smaller members before any given one: for $\sin k$ at level $0$ on $[\pi/2,3\pi/2]$ it is $(\pi,3\pi/2]$.

The result comes in two parts: `c` belongs to the set, and `hmin` says that every member is at least `c`. The second part is used twice. First, the intermediate value theorem gives a point of `Icc p c` at energy `mu`; by `hmin` it cannot lie before `c`, so it is `c` itself. Second, a positive velocity at `c` would give a point between `p` and `c` with lower energy, which `hmin` forbids.

### A sawtooth band with a single crossing

Let $E(k)=k$ for $-\pi\le k<\pi$, continued with period $2\pi$. At zero energy it has a right mover at $k=0$ and no crossing at all in $(0,2\pi)$, because it jumps from values near $\pi$ to $-\pi$ at the zone boundary. The example shows that continuity is needed: a band that may jump can return below the level without meeting it.

Your flattened band plays the same part for the counting theorem. In $[0,2\pi)$ it has one right mover and no left mover, so the equality of counts can fail once a crossing with zero velocity is allowed.
